# The in-plane and normal mean permittivities of layered metal and vacuum

The lemma concerns layers of metal, with fraction `f` and real relative permittivity `e`, alternating with vacuum, whose permittivity is 1. Given a tangential field common to both layers and a continuous normal displacement, it states that the mean displacement is the mean field times `f * e + 1 - f` in the plane and times `1 / (f / e + 1 - f)` along the normal. The fields are real numbers, one value per layer for each component, and both `e` and `f / e + 1 - f` are assumed non-zero. The in-plane part is proved by unfolding the definition and using `ring`. For the normal part, the attempt writes the mean field as `(f / e + 1 - f) * Ev` and then tries to cancel that factor against its reciprocal.

Lean 4 with Mathlib refuses this proof:

```lean
import Mathlib

noncomputable section

namespace MeanDisplacement

/-- In-plane mean permittivity of metal (fraction `f`, permittivity `e`) and vacuum. -/
def inPlaneMean (f e : ℝ) : ℝ := f * e + 1 - f

/-- Normal mean permittivity of metal and vacuum layers, for `e ≠ 0` and
`f / e + 1 - f ≠ 0`. -/
def normalMean (f e : ℝ) : ℝ := 1 / (f / e + 1 - f)

/-- If the tangential field `Ex` is common to both layers and the normal displacement is
continuous, the mean displacement is the mean field times the in-plane or normal mean
permittivity, provided the latter is well defined. -/
theorem mean_displacement {f e Ex Em Ev : ℝ} (he : e ≠ 0)
    (hd : f / e + 1 - f ≠ 0) (hD : e * Em = Ev) :
    f * (e * Ex) + (1 - f) * Ex = inPlaneMean f e * Ex ∧
      f * (e * Em) + (1 - f) * Ev = normalMean f e * (f * Em + (1 - f) * Ev) := by
  constructor
  · unfold inPlaneMean
    ring
  · -- the mean normal field is the common displacement times the mean of 1 / e
    have h1 : f / e * e = f := div_mul_cancel₀ f he
    have h2 : f * Em + (1 - f) * Ev = (f / e + 1 - f) * Ev := by
      rw [← hD]
      linear_combination (-Em) * h1
    rw [h2, normalMean, ← mul_assoc, one_div_mul_cancel hd, hD]
    ring

end MeanDisplacement
```

The compiler's answer:

```
Main.lean:29:37: error: Tactic `rewrite` failed: Did not find an occurrence of the pattern
  1 / (f / e + 1 - f) * (f / e + 1 - f)
in the target expression
  f * e * Em + (1 - f) * Ev = 1 / (f / e + 1 - f) * ((f / e + 1 - f) * Ev)

case right
f e Ex Em Ev : ℝ
he : e ≠ 0
hd : f / e + 1 - f ≠ 0
hD : e * Em = Ev
h1 : f / e * e = f
h2 : f * Em + (1 - f) * Ev = (f / e + 1 - f) * Ev
⊢ f * e * Em + (1 - f) * Ev = 1 / (f / e + 1 - f) * ((f / e + 1 - f) * Ev)
```

The message says that `rw` cannot find the product `1 / (f / e + 1 - f) * (f / e + 1 - f)`, which `one_div_mul_cancel hd` would replace by 1. On the right of the goal the second factor is still bracketed with `Ev`, so the product does not occur as a term of its own.

The step `← mul_assoc` was meant to move those brackets. Without arguments, it fits any product of the form `a * (b * c)`, and `rw` settles on the first match it finds. Here that was `f * (e * Em)` on the left, which became `f * e * Em`, as the printed goal shows, while the right side stayed as it was.

The repair gives `mul_assoc` its first factor, `1 / (f / e + 1 - f)`, so that only the product on the right fits. The cancellation then goes through. The left side also keeps `e * Em` intact, which the next rewrite, `hD`, needs in order to replace it by `Ev`, and `ring` closes what remains.

Fix (accepted with no message):

```diff
@@ -27,5 +27,5 @@
       rw [← hD]
       linear_combination (-Em) * h1
-    rw [h2, normalMean, ← mul_assoc, one_div_mul_cancel hd, hD]
+    rw [h2, normalMean, ← mul_assoc (1 / (f / e + 1 - f)), one_div_mul_cancel hd, hD]
     ring
 
```
